# In one dimension, the cell dipole of a neutral, continuous periodic charge density depends on the cell origin unless the density vanishes

## Physical setting

Take a one-dimensional crystal with lattice constant 1 and charge density ρ(x) = cos 2πx. Cut out the cell [s, s + 1], where s is the cell origin. Every such cell is neutral. Integration by parts gives its first moment:

∫_s^{s+1} x cos 2πx dx = [x sin 2πx / (2π)]_s^{s+1} − ∫_s^{s+1} sin 2πx / (2π) dx = sin 2πs / (2π)

The value is 0 for s = 0 and 1/(2π) for s = 1/4. Moving the origin from 0 to 1/4 removes the slab [0, 1/4], which holds the charge 1/(2π), and adds its periodic image [1, 5/4], one lattice constant to the right. That charge times that distance is the change of the dipole.

In general, let the total charge per unit length be a continuous real function ρ with period a, the length of the cell. With x measured from a fixed zero that does not move with the cell, the cell charge and the cell dipole are

Q(s) = ∫_s^{s+a} ρ(x) dx
D(s) = ∫_s^{s+a} x ρ(x) dx

The ratio D/a is the textbook candidate for the polarisation, dipole per unit length. For a one-dimensional crystal with a continuous, nonzero periodic density, such as smeared ions plus electrons in an electronic-structure calculation, the result below says that this ratio depends on where the cell is cut.

## Statement

For continuous ρ with ρ(x + a) = ρ(x) for all x:

1. Q(s) = Q(t) for all origins s and t.
2. D′(s) = a ρ(s).
3. D(t) − D(s) = a ∫_s^t ρ(x) dx, and in particular D(s + a) − D(s) = a Q(s).
4. If a ≠ 0, then for any real p and q, D takes one value for all origins in the open interval (p, q) if and only if ρ vanishes on (p, q).
5. If a ≠ 0, D is independent of the origin if and only if ρ(x) = 0 for all x.

For the cosine density the file records continuity, period 1, Q(s) = 0 for every s, and the difference D(1/4) − D(0) = 1/(2π).

## Derivation

Let f be continuous and F(v) = ∫_0^v f(x) dx, so that F′ = f. Then ∫_s^{s+a} f(x) dx = F(s + a) − F(s), and

d/ds ∫_s^{s+a} f(x) dx = f(s + a) − f(s)

With f = ρ the right side vanishes by periodicity, so Q(t) − Q(s) = ∫_s^t 0 dx = 0, which is item 1. With f(x) = x ρ(x),

D′(s) = (s + a) ρ(s + a) − s ρ(s) = (s + a) ρ(s) − s ρ(s) = a ρ(s)

Integrating from s to t gives item 3, and t = s + a gives the lattice shift. For item 4, suppose D is constant on (p, q). Around each point s of the interval D is constant on a neighbourhood, so D′(s) = 0, hence a ρ(s) = 0 and ρ(s) = 0. Conversely, if ρ vanishes on (p, q) and s, t lie there, so does every point between them, and item 3 gives D(t) − D(s) = 0. For item 5, a constant D is constant on (x − 1, x + 1) for every x, so ρ(x) = 0; and ρ = 0 gives D = 0.

A tempting slip is to argue that neutrality settles the matter. With Q = 0, item 3 gives D(s + a) = D(s), so D is periodic in s, which is weaker than constant. Neutrality also makes ∫_s^{s+a} (x − x₀) ρ(x) dx = D(s) − x₀ Q independent of the reference point x₀, but that moves the coordinate zero with the cell fixed, whereas s moves the cell boundaries.

## What the formal version assumes

The density is `ρ : ℝ → ℝ`, with `hρ : Continuous ρ` and `hp : Function.Periodic ρ a`, the latter meaning ρ(x + a) = ρ(x) for all x. The number a need not be the smallest period, so supercells are covered. `cellCharge ρ a s` and `cellDipole ρ a s` are Q(s) and D(s), with x measured from a fixed zero and no division by a. The integrals are oriented, so a negative a is allowed and means integration from s down to s + a. Mathlib assigns 0 to the integral of a non-integrable function; continuity keeps all integrals here away from that case. `HasDerivAt (cellDipole ρ a) (a * ρ s) s` says that D is differentiable at s with derivative a ρ(s). `Ioo p q` is the open interval, and for p ≥ q both sides of item 4 hold vacuously.

The density is given, not derived from a Hamiltonian. Point charges, surfaces and higher dimensions are not covered, and no Berry phase or Wannier centre is defined: the theorems concern the cell-dipole definition alone.

The examples and the variant that follow are remarks on paper and do not appear in the file. Each hypothesis of item 5 has a counter-example when removed.

- Without `ha : a ≠ 0`: every function has period 0 and the cell has zero length, so D = 0 for ρ = 1. Items 1 to 3 still hold in this limit, with both sides zero.
- Without continuity: let a = 1, ρ = 1 at the integers and 0 elsewhere. All integrals vanish, so D = 0 while ρ(0) = 1.
- Without periodicity: let a = 1, ρ(x) = sin(2πx)/x with ρ(0) = 2π. This is continuous, x ρ(x) = sin 2πx, and D(s) = 0 for every s.

The dipole could instead be measured from the left edge of the cell, E(s) = ∫_s^{s+a} (x − s) ρ(x) dx = D(s) − s Q. Then E′(s) = a ρ(s) − Q, and for a ≠ 0 the origin-independent densities would be the uniform ones, ρ = Q/a. For neutral cells E = D and nothing changes.

## The file

In Lean 4 with Mathlib:

```lean
import Mathlib

open Set MeasureTheory

namespace CellDipole

noncomputable section

/-- Charge contained in the cell `[s, s + a]` for the charge density `ρ`. -/
def cellCharge (ρ : ℝ → ℝ) (a s : ℝ) : ℝ := ∫ x in s..s + a, ρ x

/-- Dipole moment (first moment of the density `ρ`) of the cell `[s, s + a]`. -/
def cellDipole (ρ : ℝ → ℝ) (a s : ℝ) : ℝ := ∫ x in s..s + a, x * ρ x

/-- The cosine charge-density wave `cos (2 π x)`. -/
def cosDensity (x : ℝ) : ℝ := Real.cos (2 * Real.pi * x)

/-- Sliding a window of length `a`: the integral of a continuous function over `[s, s + a]`
changes with `s` at the rate `f (s + a) - f s`. -/
theorem hasDerivAt_window {f : ℝ → ℝ} (hf : Continuous f) (a s : ℝ) :
    HasDerivAt (fun u => ∫ x in u..u + a, f x) (f (s + a) - f s) s := by
  have h : ∀ u, HasDerivAt (fun v => ∫ x in (0 : ℝ)..v, f x) (f u) u :=
    fun u => (hf.integral_hasStrictDerivAt 0 u).hasDerivAt
  -- write the window integral as a difference of two values of a primitive
  have e : (fun u => ∫ x in u..u + a, f x)
      = fun u => (∫ x in (0 : ℝ)..u + a, f x) - ∫ x in (0 : ℝ)..u, f x := by
    funext u
    exact (intervalIntegral.integral_interval_sub_left (hf.intervalIntegrable _ _)
      (hf.intervalIntegrable _ _)).symm
  rw [e]
  exact ((h (s + a)).comp_add_const s a).fun_sub (h s)

/-- For a continuous density of period `a`, the charge of a cell does not depend on the
cell origin. -/
theorem cellCharge_origin_independent {ρ : ℝ → ℝ} {a : ℝ} (hρ : Continuous ρ)
    (hp : Function.Periodic ρ a) (s t : ℝ) : cellCharge ρ a s = cellCharge ρ a t := by
  have hd : ∀ x ∈ uIcc s t, HasDerivAt (cellCharge ρ a) ((fun _ => (0 : ℝ)) x) x := by
    intro x _
    have h := hasDerivAt_window hρ a x
    rw [hp x, sub_self] at h
    exact h
  have h := intervalIntegral.integral_eq_sub_of_hasDerivAt hd
    (continuous_const.intervalIntegrable _ _)
  simp only [intervalIntegral.integral_zero] at h
  linarith

/-- For a continuous density of period `a`, the cell dipole changes with the cell origin `s`
at the rate `a * ρ s`. -/
theorem hasDerivAt_cellDipole {ρ : ℝ → ℝ} {a : ℝ} (hρ : Continuous ρ)
    (hp : Function.Periodic ρ a) (s : ℝ) :
    HasDerivAt (cellDipole ρ a) (a * ρ s) s := by
  have hc : Continuous fun x => x * ρ x := continuous_id.mul hρ
  have h : HasDerivAt (cellDipole ρ a) ((s + a) * ρ (s + a) - s * ρ s) s :=
    hasDerivAt_window hc a s
  -- the charge leaving at `s` re-enters at `s + a`
  rw [hp s] at h
  exact h.congr_deriv (by ring)

/-- Moving the cell origin from `s` to `t` changes the cell dipole by the period times the
charge between `s` and `t`. -/
theorem cellDipole_shift {ρ : ℝ → ℝ} {a : ℝ} (hρ : Continuous ρ)
    (hp : Function.Periodic ρ a) (s t : ℝ) :
    cellDipole ρ a t - cellDipole ρ a s = a * ∫ x in s..t, ρ x := by
  have hd : ∀ x ∈ uIcc s t, HasDerivAt (cellDipole ρ a) ((fun y => a * ρ y) x) x :=
    fun x _ => hasDerivAt_cellDipole hρ hp x
  have hc : Continuous fun y => a * ρ y := continuous_const.mul hρ
  have h := intervalIntegral.integral_eq_sub_of_hasDerivAt hd (hc.intervalIntegrable _ _)
  rw [← h]
  exact intervalIntegral.integral_const_mul a ρ

/-- Moving the cell origin by one period changes the cell dipole by the period times the
cell charge. -/
theorem cellDipole_lattice_shift {ρ : ℝ → ℝ} {a : ℝ} (hρ : Continuous ρ)
    (hp : Function.Periodic ρ a) (s : ℝ) :
    cellDipole ρ a (s + a) - cellDipole ρ a s = a * cellCharge ρ a s :=
  cellDipole_shift hρ hp s (s + a)

/-- For a continuous density of nonzero period `a`, the cell dipole takes the same value for
all cell origins in an open interval exactly
when the density vanishes on that interval. -/
theorem cellDipole_const_on_iff {ρ : ℝ → ℝ} {a : ℝ} (hρ : Continuous ρ)
    (hp : Function.Periodic ρ a) (ha : a ≠ 0) (p q : ℝ) :
    (∀ s ∈ Ioo p q, ∀ t ∈ Ioo p q, cellDipole ρ a s = cellDipole ρ a t)
      ↔ ∀ x ∈ Ioo p q, ρ x = 0 := by
  constructor
  · intro h s hs
    -- a locally constant dipole has zero derivative
    have he : cellDipole ρ a =ᶠ[nhds s] fun _ => cellDipole ρ a s := by
      filter_upwards [Ioo_mem_nhds hs.1 hs.2] with t ht using h t ht s hs
    have h0 : HasDerivAt (cellDipole ρ a) 0 s :=
      (hasDerivAt_const s (cellDipole ρ a s)).congr_of_eventuallyEq he
    have h1 : a * ρ s = 0 := (hasDerivAt_cellDipole hρ hp s).unique h0
    exact (mul_eq_zero.mp h1).resolve_left ha
  · intro h s hs t ht
    -- no charge is swept when the origin moves inside the empty region
    have hz : ∫ x in s..t, ρ x = ∫ _x in s..t, (0 : ℝ) :=
      intervalIntegral.integral_congr
        (fun x hx => h x (Set.ordConnected_Ioo.uIcc_subset hs ht hx))
    have h1 := cellDipole_shift hρ hp s t
    rw [hz, intervalIntegral.integral_zero, mul_zero] at h1
    linarith

/-- For a continuous density of nonzero period `a`, the cell dipole is independent of the
cell origin if and only if the density is identically zero. -/
theorem cellDipole_origin_independent_iff {ρ : ℝ → ℝ} {a : ℝ} (hρ : Continuous ρ)
    (hp : Function.Periodic ρ a) (ha : a ≠ 0) :
    (∀ s t, cellDipole ρ a s = cellDipole ρ a t) ↔ ∀ x, ρ x = 0 := by
  constructor
  · intro h x
    exact (cellDipole_const_on_iff hρ hp ha (x - 1) (x + 1)).mp
      (fun s _ t _ => h s t) x ⟨by linarith, by linarith⟩
  · intro h s t
    simp [cellDipole, h]

/-- The charge of the cosine wave between `s` and `t`. -/
theorem integral_cosDensity (s t : ℝ) :
    ∫ x in s..t, cosDensity x
      = Real.sin (2 * Real.pi * t) / (2 * Real.pi)
        - Real.sin (2 * Real.pi * s) / (2 * Real.pi) := by
  have hpi : Real.pi ≠ 0 := Real.pi_ne_zero
  have hc : Continuous cosDensity := by
    unfold cosDensity
    fun_prop
  have hd : ∀ x ∈ uIcc s t, HasDerivAt
      (fun y => Real.sin (2 * Real.pi * y) / (2 * Real.pi)) (cosDensity x) x := by
    intro x _
    have h := (((hasDerivAt_id' x).const_mul (2 * Real.pi)).sin).div_const (2 * Real.pi)
    refine h.congr_deriv ?_
    unfold cosDensity
    field_simp
  exact intervalIntegral.integral_eq_sub_of_hasDerivAt hd (hc.intervalIntegrable _ _)

/-- The cosine wave is continuous, has period one and zero charge in every cell, and its cell
dipoles for the origins `1/4` and `0` differ by `1 / (2 π)`. -/
theorem cosDensity_witness :
    Continuous cosDensity ∧ Function.Periodic cosDensity 1
      ∧ (∀ s, cellCharge cosDensity 1 s = 0)
      ∧ cellDipole cosDensity 1 (1 / 4) - cellDipole cosDensity 1 0 = 1 / (2 * Real.pi) := by
  have hc : Continuous cosDensity := by
    unfold cosDensity
    fun_prop
  have hp : Function.Periodic cosDensity 1 := by
    intro x
    unfold cosDensity
    rw [mul_add, mul_one, Real.cos_add_two_pi]
  refine ⟨hc, hp, fun s => ?_, ?_⟩
  · unfold cellCharge
    rw [integral_cosDensity, mul_add, mul_one, Real.sin_add_two_pi, sub_self]
  · have e : 2 * Real.pi * (1 / 4) = Real.pi / 2 := by ring
    rw [cellDipole_shift hc hp, integral_cosDensity, e, Real.sin_pi_div_two, mul_zero,
      Real.sin_zero, zero_div, sub_zero, one_mul]

end

end CellDipole
```

```lean
#print axioms CellDipole.cellCharge_origin_independent
#print axioms CellDipole.cellDipole_lattice_shift
#print axioms CellDipole.cellDipole_origin_independent_iff
```

```
'CellDipole.cellCharge_origin_independent' depends on axioms: [propext, Classical.choice, Quot.sound]
'CellDipole.cellDipole_lattice_shift' depends on axioms: [propext, Classical.choice, Quot.sound]
'CellDipole.cellDipole_origin_independent_iff' depends on axioms: [propext, Classical.choice, Quot.sound]
```

## Notes on the proof

`hasDerivAt_window` is the first step of the derivation. The hypothesis `h` is F′ = f, `e` rewrites the window integral as F(u + a) − F(u), and the last line differentiates the shifted term with `comp_add_const` and subtracts with `fun_sub`.

`cellCharge_origin_independent` turns the derivative into 0 by `rw [hp x, sub_self]` and integrates it with `intervalIntegral.integral_eq_sub_of_hasDerivAt`, the fundamental theorem of calculus. `hasDerivAt_cellDipole` applies the window rule to x ρ(x), replaces ρ(s + a) by ρ(s) with `rw [hp s]`, and lets `ring` cancel the terms s ρ(s). `cellDipole_shift` integrates a ρ in the same way and takes a out of the integral; `cellDipole_lattice_shift` is its case t = s + a.

In `cellDipole_const_on_iff`, the forward direction states in `he` that D agrees with a constant near s, which uses that the interval is open. Then D has derivative 0 and also a ρ(s), uniqueness of the derivative gives `a * ρ s = 0`, and `ha` removes the factor a. In the reverse direction `Set.ordConnected_Ioo.uIcc_subset` places the points between s and t inside (p, q), so the swept charge is zero. `cellDipole_origin_independent_iff` applies the local theorem on (x − 1, x + 1), and its converse is the integral of x · 0.

`integral_cosDensity` uses the primitive sin 2πy / (2π). `cosDensity_witness` obtains neutrality from `Real.sin_add_two_pi`, and gets the dipole difference without integration by parts: `cellDipole_shift` reduces it to the charge between 0 and 1/4, which is sin(π/2)/(2π) − 0.
